# The Dirac trace of an on-shell current with two form factors is the Rosenbluth tensor

Let a spin-½ particle of mass $M\neq0$ scatter from momentum $p$ to $p'$, with $p\cdot p=p'\cdot p'=M^2$. Write $q=p'-p$, $P=p+p'$, $\not p=p_\mu\gamma^\mu$, $\sigma^{\mu\nu}=\tfrac i2[\gamma^\mu,\gamma^\nu]$, and take the vertex

$$V^\mu(q)=F_1\gamma^\mu+\frac{iF_2}{2M}\sigma^{\mu\nu}q_\nu .$$

Then, with metric $\eta^{\mu\nu}$ of signature $(+,-,-,-)$,

$$\mathrm{tr}\big[(\not p'+M)V^\mu(q)(\not p+M)V^\nu(-q)\big]=2\Big(F_1^2-\frac{q^2F_2^2}{4M^2}\Big)P^\mu P^\nu+2(F_1+F_2)^2\big(q^2\eta^{\mu\nu}-q^\mu q^\nu\big).$$

The Dirac and Pauli form factors $F_1,F_2$ describe the target's charge and magnetic structure. In elastic electron–proton scattering with one-photon exchange, and with spinors normalised to $\bar uu=2M$, this tensor is the proton's part of the unpolarised cross section, before spin averaging. The Rosenbluth cross section also needs the electron's tensor, the photon propagator, the coupling and the kinematic factors.

## Vectors, gamma matrices and the current

```lean
import Mathlib

open Matrix Complex

namespace RosenbluthTensor

noncomputable section

set_option maxHeartbeats 400000

/-- Complex 4 by 4 matrices acting on Dirac spinors. -/
abbrev Spin := Matrix (Fin 4) (Fin 4) ℂ
```

`Spin` is the type of complex $4\times4$ matrices.

```lean
/-- The Minkowski product with signature (+,-,-,-). -/
def mdot (a b : Fin 4 → ℂ) : ℂ := a 0 * b 0 - a 1 * b 1 - a 2 * b 2 - a 3 * b 3
```

A four-vector is a function `Fin 4 → ℂ`, giving its upper components $a^0,\dots,a^3$. `mdot a b` is $a\cdot b$, without complex conjugation.

```lean
/-- The Minkowski metric; its row `μ` is the vector whose product with `x` is `x^μ`. -/
def eta : Fin 4 → Fin 4 → ℂ :=
  ![![1, 0, 0, 0], ![0, -1, 0, 0], ![0, 0, -1, 0], ![0, 0, 0, -1]]
```

Row `eta μ`, used as a vector, picks out a component: $\eta^\mu\cdot x=x^\mu$.

```lean
/-- The slashed four-vector `a_μ γ^μ` in the Dirac representation. -/
def slash (a : Fin 4 → ℂ) : Spin :=
  !![a 0, 0, -a 3, -a 1 + I * a 2; 0, a 0, -a 1 - I * a 2, a 3;
    a 3, a 1 - I * a 2, -a 0, 0; a 1 + I * a 2, -a 3, 0, -a 0]
```

This is $\not a$ written out in the Dirac representation, the only representation treated.

```lean
/-- The spin tensor `σ^{μν} = (i/2)[γ^μ, γ^ν]` contracted with `a_μ b_ν`. -/
def sigma (a b : Fin 4 → ℂ) : Spin := (I / 2) • (slash a * slash b - slash b * slash a)
```

`sigma a b` is the contracted $\sigma^{\mu\nu}a_\mu b_\nu$, not a single component. The sign `•` multiplies a matrix by a number.

```lean
/-- The vertex `F1 γ^μ + i F2 σ^{μν} q_ν / (2M)` contracted with `a_μ`, for `M ≠ 0`. -/
def vertex (F1 F2 M : ℂ) (a q : Fin 4 → ℂ) : Spin :=
  F1 • slash a + (I * F2 / (2 * M)) • sigma a q
```

This is $a_\mu V^\mu(q)$. The form factors are plain numbers, namely their values at the given $q^2$.

```lean
/-- The trace of `(slash p' + M) V(q) (slash p + M) V(-q)` with `q = p' - p`, where the first vertex
`V` is contracted with `a` and the second with `b`, for `M ≠ 0`. -/
def currentTensor (F1 F2 M : ℂ) (p p' a b : Fin 4 → ℂ) : ℂ :=
  trace ((slash p' + M • (1 : Spin)) * vertex F1 F2 M a (p' - p) *
    (slash p + M • (1 : Spin)) * vertex F1 F2 M b (-(p' - p)))
```

This is the trace above, contracted with $a_\mu b_\nu$. Reading it as the spin-summed product of the current and its complex conjugate uses $\sum_s u\bar u=\not p+M$ for on-shell spinors normalised to $\bar uu=2M$ and, for real form factors and momenta, $V^\nu(-q)$ as the Dirac adjoint of $V^\nu(q)$. That step from spinors to the trace is taken from textbook theory.

## Traces of slashed vectors

```lean
/-- The anticommutator of two slashed vectors is twice their Minkowski product. -/
theorem clifford (a b : Fin 4 → ℂ) :
    slash a * slash b + slash b * slash a = (2 * mdot a b) • (1 : Spin) := by
  ext i j
  fin_cases i <;> fin_cases j <;>
    simp [slash, mdot] <;>
    first | ring1 | linear_combination 2 * a 2 * b 2 * I_sq
```

A theorem lists its hypotheses, then its claim after the colon, then the proof after `:=`. Here the claim is $\not a\not b+\not b\not a=2\,a\cdot b$, checked entry by entry.

```lean
/-- Traces of one and of three slashed vectors vanish. -/
theorem trace_odd (a b c : Fin 4 → ℂ) :
    trace (slash a) = 0 ∧ trace (slash a * (slash b * slash c)) = 0 := by
  -- the chirality matrix squares to one and anticommutes with slashed vectors
  obtain ⟨Γ, hsq, h⟩ : ∃ Γ : Spin, Γ * Γ = 1 ∧ ∀ x, Γ * slash x = -(slash x * Γ) := by
    refine ⟨!![0, 0, 1, 0; 0, 0, 0, 1; 1, 0, 0, 0; 0, 1, 0, 0], ?_, fun x => ?_⟩ <;>
      ext i j <;> fin_cases i <;> fin_cases j <;>
      simp [slash, Matrix.mul_apply, Fin.sum_univ_four] <;> ring
  have odd : ∀ X, Γ * X = -(X * Γ) → trace X = 0 := by
    intro X hX
    have e : trace X = -trace X := by
      calc trace X = trace (Γ * (Γ * X)) := by rw [← mul_assoc, hsq, one_mul]
        _ = -trace (Γ * (X * Γ)) := by rw [hX, mul_neg, trace_neg]
        _ = -trace X := by rw [trace_mul_comm, mul_assoc, hsq, mul_one]
    linear_combination e / 2
  refine ⟨odd _ (h a), odd _ ?_⟩
  linear_combination (norm := noncomm_ring) h a * (slash b * slash c)
    - slash a * h b * slash c + slash a * slash b * h c
```

The matrix $\Gamma$ is $\gamma^5$: $\Gamma^2=1$ and $\Gamma\not x=-\not x\Gamma$. If $X$ is a product of one or three slashed vectors, $\Gamma X=-X\Gamma$, so

$$\mathrm{tr}X=\mathrm{tr}(\Gamma\Gamma X)=-\mathrm{tr}(\Gamma X\Gamma)=-\mathrm{tr}X=0.$$

```lean
/-- The trace of two slashed vectors is four times their Minkowski product. -/
theorem trace_two (a b : Fin 4 → ℂ) : trace (slash a * slash b) = 4 * mdot a b := by
  have t := congrArg trace (clifford a b)
  simp only [trace_add, trace_smul, trace_one, Fintype.card_fin, smul_eq_mul,
    Nat.cast_ofNat] at t
  linear_combination t / 2 + trace_mul_comm (slash a) (slash b) / 2
```

Tracing the anticommutator gives $2\,\mathrm{tr}(\not a\not b)=8\,a\cdot b$, since cyclicity makes the two traces equal.

```lean
/-- The trace of four slashed vectors is four times the alternating sum over pairings. -/
theorem trace_four (a b c d : Fin 4 → ℂ) :
    trace (slash a * (slash b * (slash c * slash d))) =
      4 * (mdot a b * mdot c d - mdot a c * mdot b d + mdot a d * mdot b c) := by
  -- move the first factor through the other three
  have e : slash a * (slash b * (slash c * slash d)) + slash b * (slash c * (slash d * slash a))
      = (slash a * slash b + slash b * slash a) * (slash c * slash d)
      - slash b * ((slash a * slash c + slash c * slash a) * slash d)
      + slash b * (slash c * (slash a * slash d + slash d * slash a)) := by noncomm_ring
  rw [clifford a b, clifford a c, clifford a d] at e
  simp only [smul_mul_assoc, mul_smul_comm, one_mul, mul_one] at e
  have t := congrArg trace e
  simp only [trace_add, trace_sub, trace_smul, smul_eq_mul, trace_two] at t
  have cyc : trace (slash a * (slash b * (slash c * slash d)))
      = trace (slash b * (slash c * (slash d * slash a))) := by
    rw [trace_mul_comm (slash a), mul_assoc, mul_assoc]
  linear_combination t / 2 + cyc / 2
```

Moving $\not a$ to the right through three factors gives

$$\not a\not b\not c\not d+\not b\not c\not d\not a=2(a\cdot b)\not c\not d-2(a\cdot c)\not b\not d+2(a\cdot d)\not b\not c .$$

The two traces on the left are equal by cyclicity (`cyc`). Inserting the two-factor traces and halving gives the claim.

## The vertex between on-shell factors

```lean
/-- Between `slash p' + M` and `slash p + M`, with both momenta on shell and `M ≠ 0`, the
vertex acts as `(F1 + F2) γ^μ - F2 (p + p')^μ / (2M)`, contracted with `a`. -/
theorem vertex_on_shell (F1 F2 : ℂ) {M : ℂ} (hM : M ≠ 0) {p p' : Fin 4 → ℂ}
    (hp : mdot p p = M ^ 2) (hp' : mdot p' p' = M ^ 2) (a : Fin 4 → ℂ) :
    (slash p' + M • (1 : Spin)) * vertex F1 F2 M a (p' - p) * (slash p + M • (1 : Spin)) =
    (slash p' + M • (1 : Spin)) *
      ((F1 + F2) • slash a - (F2 / (2 * M) * mdot a (p + p')) • (1 : Spin)) *
      (slash p + M • (1 : Spin)) := by
  have hsub : slash (p' - p) = slash p' - slash p := by
    ext i j
    fin_cases i <;> fin_cases j <;> simp [slash] <;> ring
  have hP : mdot a (p + p') = mdot a p + mdot a p' := by
    simp only [mdot, Pi.add_apply]
    ring
  have hS : (-(1 / 2) : ℂ) • (slash a * slash (p' - p) - slash (p' - p) * slash a)
      = slash p' * slash a + slash a * slash p - mdot a (p + p') • (1 : Spin) := by
    rw [hsub, mul_sub, sub_mul, hP]
    linear_combination (norm := module)
      (-(1 / 2) : ℂ) • clifford a p' - (1 / 2 : ℂ) • clifford a p
  have hI : I * F2 / (2 * M) * (I / 2) = F2 / (2 * M) * (-(1 / 2)) := by
    linear_combination F2 / (2 * M) / 2 * I_mul_I
  have hsq : ∀ x, mdot x x = M ^ 2 → slash x * slash x = (M ^ 2) • (1 : Spin) := by
    intro x hx
    rw [← hx]
    linear_combination (norm := module) (1 / 2 : ℂ) • clifford x x
  -- on shell, each slashed momentum may be replaced by M
  have key : ∀ (X Y A B g : Spin) (c P : ℂ), X * A = M • X → B * Y = M • Y →
      X * (F1 • g + c • (A * g + g * B - P • (1 : Spin))) * Y
        = X * ((F1 + 2 * M * c) • g - (c * P) • (1 : Spin)) * Y := by
    intro X Y A B g c P h1 h2
    have e1 : X * (A * (g * Y)) = M • (X * (g * Y)) := by
      rw [← mul_assoc, h1, smul_mul_assoc]
    simp only [mul_add, mul_sub, add_mul, sub_mul, mul_smul_comm, smul_mul_assoc, mul_one,
      mul_assoc, e1, h2]
    module
  have hc : 2 * M * (F2 / (2 * M)) = F2 := by field_simp
  rw [vertex, sigma, smul_smul, hI, mul_smul, hS, key _ _ _ _ _ _ _ ?_ ?_, hc]
  · rw [add_mul, smul_mul_assoc, one_mul, hsq p' hp']
    module
  · rw [mul_add, mul_smul_comm, mul_one, hsq p hp]
    module
```

The hypotheses `hM`, `hp` and `hp'` say $M\ne0$ and that both momenta are on shell. Since $i\sigma^{\mu\nu}a_\mu q_\nu=-\tfrac12[\not a,\not q]$, the anticommutators give (`hS`)

$$-\tfrac12[\not a,\not q]=\not p'\not a+\not a\not p-a\cdot P .$$

On shell, $(\not p'+M)\not p'=M(\not p'+M)$ and $\not p(\not p+M)=M(\not p+M)$. Between the outer factors the right side therefore acts as $2M\not a-a\cdot P$, which is what `key` establishes. Multiplying by $F_2/(2M)$ and adding $F_1\not a$ gives

$$(F_1+F_2)\not a-\frac{F_2}{2M}\,a\cdot P .$$

This is the Gordon identity in matrix form.

The device to notice is `linear_combination (norm := module)`. One names the known equations and their coefficients; for `hS` these are $-\tfrac12$ times the anticommutators of $\not a$ with $\not p'$ and with $\not p$. Lean subtracts that combination from the goal, and `module` checks that what remains is an identity linear in the matrix products. It treats $\not a\not p$ and $\not p\not a$ as different objects, so no factors are silently commuted.

## Expanding the trace

```lean
/-- The Rosenbluth tensor contracted with arbitrary vectors `a` and `b`, for momenta on shell
with mass `M ≠ 0`. -/
theorem rosenbluth (F1 F2 : ℂ) {M : ℂ} (hM : M ≠ 0) {p p' : Fin 4 → ℂ}
    (hp : mdot p p = M ^ 2) (hp' : mdot p' p' = M ^ 2) (a b : Fin 4 → ℂ) :
    currentTensor F1 F2 M p p' a b =
      2 * (F1 ^ 2 - mdot (p' - p) (p' - p) * F2 ^ 2 / (4 * M ^ 2)) *
        (mdot a (p + p') * mdot b (p + p')) +
      2 * (F1 + F2) ^ 2 * (mdot (p' - p) (p' - p) * mdot a b -
        mdot (p' - p) a * mdot (p' - p) b) := by
  -- reduce both vertices, using cyclicity for the second
  have cyc : ∀ X W Y V : Spin, trace (X * W * Y * V) = trace (W * (Y * V * X)) := by
    intro X W Y V
    rw [show X * W * Y * V = X * (W * Y * V) by simp only [mul_assoc], trace_mul_comm]
    simp only [mul_assoc]
  rw [currentTensor, neg_sub, vertex_on_shell F1 F2 hM hp hp' a, cyc,
    vertex_on_shell F1 F2 hM hp' hp b, ← cyc]
  have comm : ∀ x y, mdot x y = mdot y x := fun x y => by simp only [mdot]; ring
  have hadd : ∀ x y z, mdot x (y + z) = mdot x y + mdot x z := fun x y z => by
    simp only [mdot, Pi.add_apply]; ring
  have hsub : ∀ x, mdot (p' - p) x = mdot x p' - mdot x p := fun x => by
    simp only [mdot, Pi.sub_apply]; ring
  have hqq : mdot (p' - p) (p' - p) = 2 * M ^ 2 - 2 * mdot p' p := by
    rw [hsub, hsub, hsub, hp, hp', comm p p']
    ring
  -- expand the trace into words
  simp only [add_mul, mul_add, sub_mul, mul_sub, smul_mul_assoc, mul_smul_comm, one_mul,
    mul_one, mul_assoc, trace_add, trace_sub, trace_smul, smul_eq_mul, trace_one,
    Fintype.card_fin, Nat.cast_ofNat, trace_four, trace_two,
    fun x => (trace_odd x x x).1, fun x y z => (trace_odd x y z).2]
  rw [hqq]
  simp only [hadd, hsub, comm p' a, comm p' b, comm p b]
  field_simp
  ring
```

Cyclicity puts the second vertex between $\not p+M$ and $\not p'+M$, so the same reduction applies with $p$ and $p'$ exchanged. Set $G=F_1+F_2$, $c=F_2/(2M)$, $\alpha=a\cdot P$, $\beta=b\cdot P$. The trace becomes

$$\mathrm{tr}\big[(\not p'+M)(G\not a-c\alpha)(\not p+M)(G\not b-c\beta)\big].$$

Odd products drop out, leaving three parts:

- $4G^2\big[(p'\cdot a)(p\cdot b)+(p'\cdot b)(p\cdot a)+(M^2-p\cdot p')\,a\cdot b\big]$
- $-8GcM\alpha\beta=-4GF_2\,\alpha\beta$
- $4c^2(M^2+p\cdot p')\,\alpha\beta$

Now use $q^2=2M^2-2p\cdot p'$ and

$$2\big[(p'\cdot a)(p\cdot b)+(p'\cdot b)(p\cdot a)\big]=\alpha\beta-(q\cdot a)(q\cdot b).$$

The first part becomes $2G^2[\alpha\beta-(q\cdot a)(q\cdot b)+q^2\,a\cdot b]$. The total coefficient of $\alpha\beta$ is

$$2G^2-4GF_2+2F_2^2-\frac{q^2F_2^2}{2M^2}=2\Big(F_1^2-\frac{q^2F_2^2}{4M^2}\Big).$$

In Lean, `simp only` expands the trace, and `field_simp` and `ring` do this last algebra.

```lean
/-- The Rosenbluth tensor in components, for momenta on shell with mass `M ≠ 0`. -/
theorem rosenbluth_components (F1 F2 : ℂ) {M : ℂ} (hM : M ≠ 0) {p p' : Fin 4 → ℂ}
    (hp : mdot p p = M ^ 2) (hp' : mdot p' p' = M ^ 2) (μ ν : Fin 4) :
    currentTensor F1 F2 M p p' (eta μ) (eta ν) =
      2 * (F1 ^ 2 - mdot (p' - p) (p' - p) * F2 ^ 2 / (4 * M ^ 2)) *
        ((p + p') μ * (p + p') ν) +
      2 * (F1 + F2) ^ 2 *
        (mdot (p' - p) (p' - p) * eta μ ν - (p' - p) μ * (p' - p) ν) := by
  have h1 : ∀ κ x, mdot (eta κ) x = x κ := fun κ x => by
    fin_cases κ <;> simp [mdot, eta]
  have h2 : ∀ κ x, mdot x (eta κ) = x κ := fun κ x => by
    fin_cases κ <;> simp [mdot, eta]
  rw [rosenbluth F1 F2 hM hp hp', h2 ν (eta μ), h1, h1, h2, h2]
```

Choosing $a=\eta^\mu$ and $b=\eta^\nu$ turns the contracted result into the component formula at the top.

```lean
/-- Current conservation: for momenta on shell with mass `M ≠ 0`, contracting the current
tensor with the momentum transfer gives zero. -/
theorem current_conserved (F1 F2 : ℂ) {M : ℂ} (hM : M ≠ 0) {p p' : Fin 4 → ℂ}
    (hp : mdot p p = M ^ 2) (hp' : mdot p' p' = M ^ 2) (b : Fin 4 → ℂ) :
    currentTensor F1 F2 M p p' (p' - p) b = 0 := by
  have h : mdot (p' - p) (p + p') = mdot p' p' - mdot p p := by
    simp only [mdot, Pi.sub_apply, Pi.add_apply]
    ring
  rw [rosenbluth F1 F2 hM hp hp', h, hp, hp']
  ring

end

end RosenbluthTensor
```

Setting $a=q$ gives $q\cdot P=p'^2-p^2=0$, and the other bracket is $q^2\,q\cdot b-q^2\,q\cdot b=0$. Hence $q_\mu T^{\mu\nu}b_\nu=0$ for every $b$, where $T^{\mu\nu}$ is the tensor above: the current is conserved.

```lean
#print axioms RosenbluthTensor.trace_two
#print axioms RosenbluthTensor.rosenbluth_components
#print axioms RosenbluthTensor.current_conserved
```

```
'RosenbluthTensor.trace_two' depends on axioms: [propext, Classical.choice, Quot.sound]
'RosenbluthTensor.rosenbluth_components' depends on axioms: [propext, Classical.choice, Quot.sound]
'RosenbluthTensor.current_conserved' depends on axioms: [propext, Classical.choice, Quot.sound]
```
